# Overlapping mirror states of a two-site condensate with attraction above twice the tunnelling

For tunnelling $J>0$ and attraction $g>2J$, the stationary equations

$$-Jy-gx^3=mx,\qquad -Jx-gy^3=my$$

have a real solution with $x^2+y^2=1$, $x>y>0$, $xy=J/g$ and $m=-g$. Its mirror image $(y,x)$ is a different stationary state with the same $m$, and the overlap of the two is $2J/g$, which is not zero.

Here $x$ and $y$ are the mean-field amplitudes on the two sites of a condensate, $x^2$ and $y^2$ are the fractions of atoms on each site, and $m$ is the chemical potential. The parameter $g$ is the strength of the on-site attraction, with the number of atoms absorbed into it, so that $J$, $g$ and $m$ are all energies. The overlap meant throughout is that of the amplitude vectors of a single atom; for two product states, each with $N$ atoms all sharing one such vector, the overlap is its $N$-th power.

Self-consistent mean-field calculations can converge to several solutions. This real two-site model shows that such solutions need not be orthogonal, because each one is an eigenvector of its own effective Hamiltonian,

$$H_{(x,y)}=\begin{pmatrix}-gx^2&-J\\-J&-gy^2\end{pmatrix}.$$

## States, equations and energy

The development uses Mathlib's real numbers and square roots.

```lean
import Mathlib

namespace NonlinearDimer

noncomputable section
```

A state is a pair `v : ℝ × ℝ`, with `v.1` for $x$ and `v.2` for $y$. The overlap of two states is the ordinary real inner product, so the squared norm of `v` is `overlap v v`.

```lean
/-- The overlap of two real two-site states. -/
def overlap (v w : ℝ × ℝ) : ℝ := v.1 * w.1 + v.2 * w.2
```

The predicate `IsStationary J g m v` collects three conditions: unit norm and the two equations above. The sign convention is that positive $g$ means attraction and positive $J$ favours amplitudes of equal sign. Amplitudes are real, so relative phases other than a sign are not described.

```lean
/-- A normalised real state of the two-site condensate with tunnelling `J` and attraction `g`
that solves the stationary nonlinear equations with chemical potential `m`. -/
def IsStationary (J g m : ℝ) (v : ℝ × ℝ) : Prop :=
  overlap v v = 1 ∧ -J * v.2 - g * v.1 ^ 3 = m * v.1 ∧ -J * v.1 - g * v.2 ^ 3 = m * v.2
```

The mean-field energy per atom is

$$E(x,y)=-2Jxy-\frac g2\,(x^4+y^4).$$

Its derivatives are $\partial_xE=2(-Jy-gx^3)$ and $\partial_yE=2(-Jx-gy^3)$. The stationary equations are therefore the Lagrange conditions $\nabla E=m\,\nabla(x^2+y^2)$ for $E$ on the unit circle, with $m$ as the multiplier. Since $E$ is quartic and not quadratic, $m$ is in general not the energy.

```lean
/-- The mean-field energy: tunnelling plus on-site attraction. -/
def energy (J g : ℝ) (v : ℝ × ℝ) : ℝ :=
  -2 * J * (v.1 * v.2) - g / 2 * (v.1 ^ 4 + v.2 ^ 4)
```

The state with equal amplitudes $1/\sqrt2$ is stationary at every coupling, and so is the one with amplitudes $1/\sqrt2$ and $-1/\sqrt2$. The first of these serves below as a comparison.

```lean
/-- The symmetric state, with equal amplitudes on the two sites. -/
def symmetricState : ℝ × ℝ := (√(1 / 2), √(1 / 2))
```

## A product condition that solves both equations

Suppose $x^2+y^2=1$ and $gxy=J$. Substituting $J$ in the first equation gives

$$-Jy-gx^3=-gxy^2-gx^3=-gx\,(x^2+y^2)=-gx,$$

and the second follows by exchanging $x$ and $y$. Both hold with $m=-g$. No sign of $J$ or $g$ is needed for this step.

```lean
/-- A normalised state whose amplitudes satisfy `g x y = J` is stationary with chemical
potential `-g`. -/
theorem stationary_of_product {J g : ℝ} {v : ℝ × ℝ} (h : overlap v v = 1)
    (hp : g * (v.1 * v.2) = J) : IsStationary J g (-g) v := by
  refine ⟨h, ?_, ?_⟩ <;> unfold overlap at h
  · linear_combination v.2 * hp - g * v.1 * h
  · linear_combination v.1 * hp - g * v.2 * h
```

The tactic `linear_combination` does the work here and in most of what follows. Given hypotheses $a_i=b_i$ and coefficients $c_i$ supplied by the user, it proves a goal $a=b$ by checking that

$$a-b-\sum_i c_i\,(a_i-b_i)=0$$

is an identity of commutative rings. The coefficients record the substitutions made by hand. For the first equation, `v.2 * hp` says that $gxy=J$ is multiplied by $y$, and `- g * v.1 * h` says that the normalisation is multiplied by $gx$ and subtracted. The tactic does not search for these factors; it only verifies the resulting polynomial identity, and the coefficients may themselves be polynomials in the amplitudes.

## Amplitudes from their sum and difference

It remains to find amplitudes with unit norm and a prescribed product. Put $q=J/g$. From $J>0$ and $g>2J$ we have $0<q<\tfrac12$. The norm and the product fix the squares of the sum and the difference of the amplitudes:

$$(x+y)^2=1+2q,\qquad (x-y)^2=1-2q.$$

Both right-hand sides are positive, so with $s=\sqrt{1+2q}$ and $d=\sqrt{1-2q}$ we may set

$$x=\frac{s+d}2,\qquad y=\frac{s-d}2.$$

Then

$$x^2+y^2=\frac{s^2+d^2}2=1,\qquad xy=\frac{s^2-d^2}4=q.$$

Since $d>0$, we have $x>y$; since $d<s$, we have $y>0$.

In the proof, `hs` and `hd` are the values of $s^2$ and $d^2$, while `hd0` and `hds` are the inequalities $0<d$ and $d<s$. The last two lines are the two displayed computations.

```lean
/-- For `g > 2J > 0` there are amplitudes `x > y > 0` with unit norm and product `J / g`. -/
theorem exists_amplitudes {J g : ℝ} (hJ : 0 < J) (hg : 2 * J < g) :
    ∃ x y : ℝ, 0 < y ∧ y < x ∧ x * x + y * y = 1 ∧ x * y = J / g := by
  have hg0 : 0 < g := by linarith
  have hq : 0 < J / g := div_pos hJ hg0
  have hq2 : J / g < 1 / 2 := by
    rw [div_lt_iff₀ hg0]
    linarith
  -- the sum and the difference of the two amplitudes
  have hs : √(1 + 2 * (J / g)) ^ 2 = 1 + 2 * (J / g) := Real.sq_sqrt (by linarith)
  have hd : √(1 - 2 * (J / g)) ^ 2 = 1 - 2 * (J / g) := Real.sq_sqrt (by linarith)
  have hd0 : 0 < √(1 - 2 * (J / g)) := Real.sqrt_pos.mpr (by linarith)
  have hds : √(1 - 2 * (J / g)) < √(1 + 2 * (J / g)) :=
    Real.sqrt_lt_sqrt (by linarith) (by linarith)
  refine ⟨(√(1 + 2 * (J / g)) + √(1 - 2 * (J / g))) / 2,
    (√(1 + 2 * (J / g)) - √(1 - 2 * (J / g))) / 2, by linarith, by linarith, ?_, ?_⟩
  · linear_combination hs / 2 + hd / 2
  · linear_combination hs / 4 - hd / 4
```

## The mirror pair and its overlap

The state $(x,y)$ satisfies $gxy=J$, and so does $(y,x)$, because the product is symmetric. Both are therefore stationary with $m=-g$. They are different because $x\neq y$, and their overlap is

$$xy+yx=2xy=\frac{2J}g>0.$$

The theorem states all of this for a single `v`: the ordering $x>y>0$, the product, stationarity of `v` and of its mirror image `v.swap`, the inequality of the two states, and the overlap together with the fact that it does not vanish. The hypotheses are exactly $J>0$ and $g>2J$.

```lean
/-- For `g > 2J > 0` there is a stationary state with `x > y > 0`, `x y = J / g` and chemical
potential `-g`; its mirror image is a different stationary state with the same chemical
potential, and the two have the nonzero overlap `2J / g`. -/
theorem nonorthogonal_mirror_states {J g : ℝ} (hJ : 0 < J) (hg : 2 * J < g) :
    ∃ v : ℝ × ℝ, 0 < v.2 ∧ v.2 < v.1 ∧ v.1 * v.2 = J / g ∧
      IsStationary J g (-g) v ∧ IsStationary J g (-g) v.swap ∧ v.swap ≠ v ∧
      overlap v v.swap = 2 * J / g ∧ overlap v v.swap ≠ 0 := by
  obtain ⟨x, y, hy, hxy, hn, hp⟩ := exists_amplitudes hJ hg
  have hg0 : g ≠ 0 := by linarith
  have hx : 0 < x := hy.trans hxy
  have hprod : g * (x * y) = J := by
    rw [hp]
    field_simp
  have hn' : y * y + x * x = 1 := by linarith
  have hprod' : g * (y * x) = J := by linear_combination hprod
  refine ⟨(x, y), hy, hxy, hp, stationary_of_product hn hprod,
    stationary_of_product (v := (y, x)) hn' hprod', ?_, ?_, ?_⟩
  · intro h
    have h' : y = x := congrArg Prod.fst h
    exact hxy.ne h'
  · change x * y + y * x = 2 * J / g
    linear_combination 2 * hp
  · change x * y + y * x ≠ 0
    positivity
```

## Unequal populations force the same condition

Conversely, let $(x,y)$ be any stationary state with $x^2\neq y^2$. Multiply the first equation by $y$, the second by $x$, and subtract. The chemical potential drops out:

$$0=-Jy^2-gx^3y+Jx^2+gxy^3=(x^2-y^2)(J-gxy).$$

The first factor is not zero, so $gxy=J$. To find $m$, multiply the first equation by $x$, the second by $y$, and add. With $x^2+y^2=1$,

$$m=-2Jxy-g(x^4+y^4).$$

Normalisation also gives $x^4+y^4=1-2x^2y^2$, hence

$$m=-g+2xy\,(gxy-J)=-g.$$

In Lean, `hz` is the factorised equation, and the case split on which factor vanishes discards $x^2=y^2$. The final `linear_combination` contains the long coefficient $m+g(x^2+y^2+1)$ of the normalisation. The term $m$ replaces $m(x^2+y^2)$ by $m$, and the remaining part is there because the squared normalisation is used: $(x^2+y^2)^2-1$ equals $x^2+y^2-1$ times $x^2+y^2+1$.

```lean
/-- Every stationary state with unequal populations satisfies `g x y = J` and has chemical
potential `-g`. -/
theorem unequal_populations {J g m : ℝ} {v : ℝ × ℝ} (hv : IsStationary J g m v)
    (ha : v.1 ^ 2 ≠ v.2 ^ 2) : g * (v.1 * v.2) = J ∧ m = -g := by
  obtain ⟨h, h1, h2⟩ := hv
  unfold overlap at h
  -- eliminate the chemical potential
  have hz : (v.1 ^ 2 - v.2 ^ 2) * (J - g * (v.1 * v.2)) = 0 := by
    linear_combination v.2 * h1 - v.1 * h2
  have hJ : g * (v.1 * v.2) = J := by
    rcases mul_eq_zero.mp hz with h0 | h0
    · exact absurd (sub_eq_zero.mp h0) ha
    · linarith
  refine ⟨hJ, ?_⟩
  -- project the equations on the state itself
  linear_combination 2 * v.1 * v.2 * hJ - v.1 * h1 - v.2 * h2
    - (m + g * (v.1 ^ 2 + v.2 ^ 2 + 1)) * h
```

## The threshold at twice the tunnelling

Take $J>0$ and $g>0$. If a stationary state has unequal populations, then $gxy=J$, and

$$g(x-y)^2=g(x^2+y^2)-2gxy=g-2J.$$

The left-hand side is positive because $x\neq y$, so $g>2J$. In the other direction, the state constructed above has $x>y>0$ and hence unequal populations.

The Lean statement is an equivalence. On its left, both the chemical potential `m` and the state `v` are existentially quantified, so no value of $m$ is presupposed.

```lean
/-- For positive tunnelling and attraction, stationary states with unequal populations exist
exactly when `g > 2J`. -/
theorem unequal_populations_iff {J g : ℝ} (hJ : 0 < J) (hg : 0 < g) :
    (∃ m v, IsStationary J g m v ∧ v.1 ^ 2 ≠ v.2 ^ 2) ↔ 2 * J < g := by
  constructor
  · rintro ⟨m, v, hv, ha⟩
    have hp := (unequal_populations hv ha).1
    have h := hv.1
    unfold overlap at h
    have hne : v.1 - v.2 ≠ 0 := fun h0 => ha (by rw [sub_eq_zero.mp h0])
    have hpos : 0 < g * (v.1 - v.2) ^ 2 := by positivity
    have heq : g * (v.1 - v.2) ^ 2 = g - 2 * J := by linear_combination g * h - 2 * hp
    linarith
  · intro h
    obtain ⟨v, hy, hxy, -, hv, -⟩ := nonorthogonal_mirror_states hJ h
    exact ⟨-g, v, hv, fun h0 => by nlinarith⟩
```

The threshold is also the limiting case of the construction. As $g$ decreases to $2J$, the difference $d$ tends to zero, both amplitudes tend to $1/\sqrt2$, and the overlap $2J/g$ tends to $1$: the mirror pair merges into the symmetric state. At $g=2J$ itself, the equivalence leaves no stationary state with unequal populations. In the opposite limit, $g/J\to\infty$, each state of the pair concentrates on one site and the overlap tends to zero.

## Energy minimisation on the unit circle

For a normalised state, write $p=xy$. Since $x^4+y^4=1-2p^2$, the energy depends on $p$ alone:

$$E=gp^2-2Jp-\frac g2.$$

```lean
/-- On normalised states the energy depends only on the product of the two amplitudes. -/
theorem energy_eq {J g : ℝ} {v : ℝ × ℝ} (h : overlap v v = 1) :
    energy J g v = g * (v.1 * v.2) ^ 2 - 2 * J * (v.1 * v.2) - g / 2 := by
  unfold overlap at h
  unfold energy
  linear_combination (-g / 2 * (v.1 ^ 2 + v.2 ^ 2 + 1)) * h
```

Let $v$ be a stationary state with unequal populations and product $p_v$, so that $J=gp_v$, and let $w$ be any normalised real state with product $p_w$. Then

$$E(w)-E(v)=g(p_w^2-p_v^2)-2gp_v(p_w-p_v)=g(p_w-p_v)^2\ge0$$

when $g>0$. So $v$ minimises the energy.

This is the link with the Rayleigh–Ritz principle: the lowest state is found by minimising an energy over unit vectors. What is minimised here is a quartic mean-field energy, not the expectation value of a fixed $2\times2$ matrix in the vector $(x,y)$, and the competing states are real. In the proof, `hdiff` is the perfect-square identity and `hsq` its sign.

```lean
/-- For attraction `g > 0`, a stationary state with unequal populations minimises the energy
among all normalised real states. -/
theorem energy_minimal {J g m : ℝ} (hg : 0 < g) {v w : ℝ × ℝ} (hv : IsStationary J g m v)
    (ha : v.1 ^ 2 ≠ v.2 ^ 2) (hw : overlap w w = 1) : energy J g v ≤ energy J g w := by
  have hp := (unequal_populations hv ha).1
  rw [energy_eq hv.1, energy_eq hw]
  -- the energy difference is a perfect square times g
  have hsq : 0 ≤ g * (w.1 * w.2 - v.1 * v.2) ^ 2 := by positivity
  have hdiff : (g * (w.1 * w.2) ^ 2 - 2 * J * (w.1 * w.2) - g / 2)
      - (g * (v.1 * v.2) ^ 2 - 2 * J * (v.1 * v.2) - g / 2)
      = g * (w.1 * w.2 - v.1 * v.2) ^ 2 := by
    linear_combination (2 * (w.1 * w.2) - 2 * (v.1 * v.2)) * hp
  linarith
```

## Overlap between different chemical potentials

The mirror pair shares one value of $m$, and a linear Hamiltonian with a degenerate eigenvalue also has non-orthogonal eigenvectors. A sharper contrast with the linear case needs two stationary states with different chemical potentials, and the symmetric state supplies the second. With $r=1/\sqrt2$ and $r^2=\tfrac12$,

$$-Jr-gr^3=-\left(J+\frac g2\right)r,$$

so it is stationary with $m=-(J+g/2)$, for all real $J$ and $g$.

```lean
/-- The symmetric state is stationary with chemical potential `-(J + g / 2)`. -/
theorem symmetricState_stationary (J g : ℝ) :
    IsStationary J g (-(J + g / 2)) symmetricState := by
  have hr : √(1 / 2 : ℝ) ^ 2 = 1 / 2 := Real.sq_sqrt (by norm_num)
  refine ⟨?_, ?_, ?_⟩ <;> simp only [overlap, symmetricState]
  · linear_combination 2 * hr
  · linear_combination (-g * √(1 / 2 : ℝ)) * hr
  · linear_combination (-g * √(1 / 2 : ℝ)) * hr
```

Now let $g>0$ and let $(x,y)$ be a stationary state with unequal populations, so that $m=-g$. If $m$ were also $-(J+g/2)$, then $g=2J$, and the identity $g(x-y)^2=g-2J$ would give $x=y$, a contradiction. The chemical potentials therefore differ. The overlap with the symmetric state is

$$\frac{x+y}{\sqrt2},$$

which is not zero, since $x=-y$ would again make the populations equal.

For a real symmetric matrix, eigenvectors with different eigenvalues are orthogonal. That argument needs one matrix acting on both vectors, whereas here the effective Hamiltonian changes with the state. The theorem has no hypothesis on the sign of $J$; it takes the state with unequal populations as given, and for $J>0$ the threshold result says when there is one.

In the proof, `hz` is $g(x-y)^2=0$, derived from the assumed equality of the two potentials, and `he` is the factorised overlap.

```lean
/-- For `g > 0`, a stationary state with unequal populations and the symmetric state have
different chemical potentials and nonzero overlap. -/
theorem nonorthogonal_distinct_potentials {J g m : ℝ} (hg : 0 < g) {v : ℝ × ℝ}
    (hv : IsStationary J g m v) (ha : v.1 ^ 2 ≠ v.2 ^ 2) :
    m ≠ -(J + g / 2) ∧ overlap symmetricState v ≠ 0 := by
  obtain ⟨hp, hm⟩ := unequal_populations hv ha
  have h := hv.1
  unfold overlap at h
  constructor
  · intro h0
    have hz : g * (v.1 - v.2) ^ 2 = 0 := by
      linear_combination g * h - 2 * hp + 2 * hm - 2 * h0
    have hd : v.1 - v.2 = 0 := by simpa [hg.ne'] using hz
    exact ha (by rw [sub_eq_zero.mp hd])
  · have hr : √(1 / 2 : ℝ) ≠ 0 := (Real.sqrt_pos.mpr (by norm_num)).ne'
    have hs : v.1 + v.2 ≠ 0 := fun h0 => ha (by linear_combination (v.1 - v.2) * h0)
    have he : overlap symmetricState v = √(1 / 2 : ℝ) * (v.1 + v.2) := by
      simp only [overlap, symmetricState]
      ring
    rw [he]
    exact mul_ne_zero hr hs

end

end NonlinearDimer
```

```lean
#print axioms NonlinearDimer.nonorthogonal_mirror_states
-- 'NonlinearDimer.nonorthogonal_mirror_states' depends on axioms: [propext, Classical.choice, Quot.sound]
#print axioms NonlinearDimer.unequal_populations_iff
-- 'NonlinearDimer.unequal_populations_iff' depends on axioms: [propext, Classical.choice, Quot.sound]
#print axioms NonlinearDimer.symmetricState_stationary
-- 'NonlinearDimer.symmetricState_stationary' depends on axioms: [propext, Classical.choice, Quot.sound]
#print axioms NonlinearDimer.nonorthogonal_distinct_potentials
-- 'NonlinearDimer.nonorthogonal_distinct_potentials' depends on axioms: [propext, Classical.choice, Quot.sound]
```

These statements concern the stationary mean-field equations for two sites. They do not address complex amplitudes, the stability of the states in time, or the underlying many-body Hamiltonian, which is linear and whose eigenvectors with different energies are orthogonal as usual.
